# The chiral displacement of a walker released on one sublattice is the zone average of sin²(Et) θ′

A single walker on a two-sublattice chain starts on sublattice A of the cell at the origin. With ħ = 1, its Bloch spinor at time t is taken to be (cos(Et), −i e^{iθ} sin(Et)), which has norm one at each momentum k. The chirality Γ is +1 on sublattice A and −1 on B, and position, counted in unit cells, acts as i∂ₖ. The theorem says that the chiral displacement (2π)⁻¹ ∫ ψ†Γ i∂ₖψ dk over 0 to 2π equals (2π)⁻¹ ∫ sin²(Et) θ′ dk. Here E and θ are real, continuously differentiable functions of k, and E has period 2π. Reading the first integral as the expectation value of chirality times position also requires e^{iθ} to have period 2π, but the identity holds without that assumption. The proof writes the integrand as sin²(Et) θ′ minus i times the k-derivative of sin²(Et), whose integral vanishes because E takes the same value at both ends. It then splits the integral to drop that term.

In Lean, a first try:

```lean
import Mathlib

open scoped Real Matrix ComplexConjugate
open Complex (I)

namespace MeanChiralDisplacement

noncomputable section

/-- Bloch spinor at time `t` of a walker released on sublattice A of the cell at the origin. -/
def state (E θ : ℝ → ℝ) (t k : ℝ) : Fin 2 → ℂ :=
  ![(Real.cos (E k * t) : ℂ), -I * (Complex.exp (I * θ k) * (Real.sin (E k * t) : ℂ))]

/-- The chirality operator: `+1` on sublattice A and `-1` on sublattice B. -/
def chirality : Matrix (Fin 2) (Fin 2) ℂ := !![1, 0; 0, -1]

/-- The integrand `⟨ψ| Γ i∂ₖ |ψ⟩` of chirality times position in momentum space. -/
def chiralDensity (E θ : ℝ → ℝ) (t k : ℝ) : ℂ :=
  star (state E θ t k) ⬝ᵥ (chirality *ᵥ (I • deriv (state E θ t) k))

/-- The chiral displacement: expectation value of chirality times position at time `t`. -/
def chiralDisplacement (E θ : ℝ → ℝ) (t : ℝ) : ℂ :=
  ((2 * π : ℝ) : ℂ)⁻¹ * ∫ k in (0 : ℝ)..(2 * π), chiralDensity E θ t k

set_option maxHeartbeats 400000 in
/-- The density is `sin²(E t) θ'` minus `i` times the momentum derivative of `sin²(E t)`. -/
theorem chiralDensity_eq {E θ : ℝ → ℝ} (hE : Differentiable ℝ E) (hθ : Differentiable ℝ θ)
    (t k : ℝ) : chiralDensity E θ t k = ((Real.sin (E k * t) ^ 2 * deriv θ k : ℝ) : ℂ)
      - I * ((2 * Real.sin (E k * t) * (Real.cos (E k * t) * (deriv E k * t)) : ℝ) : ℂ) := by
  have hc := (((hE k).hasDerivAt.mul_const t).cos).ofReal_comp
  have hs := (((hE k).hasDerivAt.mul_const t).sin).ofReal_comp
  have he := (((hθ k).hasDerivAt.ofReal_comp).const_mul I).cexp
  have hψ : HasDerivAt (state E θ t)
      ![((-Real.sin (E k * t) * (deriv E k * t) : ℝ) : ℂ),
        -I * (Complex.exp (I * θ k) * (I * ((deriv θ k : ℝ) : ℂ)) * (Real.sin (E k * t) : ℂ)
          + Complex.exp (I * θ k) * ((Real.cos (E k * t) * (deriv E k * t) : ℝ) : ℂ))] k := by
    refine hasDerivAt_pi.2 (Fin.forall_fin_two.2 ⟨hc.congr_deriv ?_,
      ((he.fun_mul hs).const_mul (-I)).congr_deriv ?_⟩)
    · simp only [Matrix.cons_val_zero]
    · simp only [Matrix.cons_val_one, Matrix.cons_val_fin_one]
  have hx : ∀ a b : Fin 2 → ℂ, star a ⬝ᵥ (chirality *ᵥ (I • b))
      = conj (a 0) * (I * b 0) - conj (a 1) * (I * b 1) := by
    intro a b
    simp [chirality, Matrix.mulVec, dotProduct, Fin.sum_univ_two, sub_eq_add_neg]
  have hn : conj (Complex.exp (I * θ k)) * Complex.exp (I * θ k) = 1 := by
    rw [← Complex.exp_conj, ← Complex.exp_add]; simp
  rw [chiralDensity, hψ.deriv, hx]
  simp only [state, Matrix.cons_val_zero, Matrix.cons_val_one, Matrix.cons_val_fin_one,
    map_mul, map_neg, Complex.conj_I, Complex.conj_ofReal, Complex.ofReal_mul,
    Complex.ofReal_neg, Complex.ofReal_pow, Complex.ofReal_ofNat]
  generalize (Real.sin (E k * t) : ℂ) = s
  generalize (Real.cos (E k * t) : ℂ) = c
  generalize conj (Complex.exp (I * θ k)) = p at hn ⊢
  generalize Complex.exp (I * θ k) = q at hn ⊢
  generalize ((deriv θ k : ℝ) : ℂ) = a
  generalize ((deriv E k : ℝ) : ℂ) = b
  generalize (t : ℂ) = τ
  linear_combination (a * s ^ 2 - I * s * c * (b * τ)) * hn
    + p * q * ((I ^ 2 - 1) * a * s ^ 2 + I * s * c * (b * τ)) * Complex.I_sq

/-- The chiral displacement is the zone average of `sin²(E t) θ'`. -/
theorem chiralDisplacement_eq {E θ : ℝ → ℝ} (hE : ContDiff ℝ 1 E) (hθ : ContDiff ℝ 1 θ)
    (hper : Function.Periodic E (2 * π)) (t : ℝ) : chiralDisplacement E θ t =
      (((2 * π)⁻¹ * ∫ k in (0 : ℝ)..(2 * π), Real.sin (E k * t) ^ 2 * deriv θ k : ℝ) : ℂ) := by
  obtain ⟨dE, cE⟩ := contDiff_one_iff_deriv.1 hE
  obtain ⟨dθ, cθ⟩ := contDiff_one_iff_deriv.1 hθ
  have harg : Continuous fun k => E k * t := dE.continuous.mul continuous_const
  have c1 : Continuous fun k => Real.sin (E k * t) ^ 2 * deriv θ k :=
    ((Real.continuous_sin.comp harg).pow 2).mul cθ
  have c2 : Continuous fun k => 2 * Real.sin (E k * t) * (Real.cos (E k * t) * (deriv E k * t)) :=
    (continuous_const.mul (Real.continuous_sin.comp harg)).mul
      ((Real.continuous_cos.comp harg).mul (cE.mul continuous_const))
  -- the imaginary part is a total derivative over a closed zone
  have hz : ∫ k in (0 : ℝ)..(2 * π),
      2 * Real.sin (E k * t) * (Real.cos (E k * t) * (deriv E k * t)) = 0 := by
    have hd : ∀ k ∈ Set.uIcc 0 (2 * π), HasDerivAt (fun k => Real.sin (E k * t) ^ 2)
        (2 * Real.sin (E k * t) * (Real.cos (E k * t) * (deriv E k * t))) k := fun k _ =>
      ((((dE k).hasDerivAt.mul_const t).sin).fun_pow 2).congr_deriv (by norm_num)
    have h0 : E (2 * π) = E 0 := by simpa using hper 0
    rw [intervalIntegral.integral_eq_sub_of_hasDerivAt hd (c2.intervalIntegrable _ _), h0, sub_self]
  have i1 := (Complex.continuous_ofReal.comp c1).intervalIntegrable
    (μ := MeasureTheory.volume) 0 (2 * π)
  have i2 := (continuous_const.mul (Complex.continuous_ofReal.comp c2) :
    Continuous fun k => I * _).intervalIntegrable (μ := MeasureTheory.volume) 0 (2 * π)
  simp only [Function.comp_def] at i1 i2
  simp only [chiralDisplacement, chiralDensity_eq dE dθ]
  rw [intervalIntegral.integral_sub i1 i2, intervalIntegral.integral_const_mul,
    intervalIntegral.integral_ofReal, intervalIntegral.integral_ofReal, hz,
    Complex.ofReal_zero, mul_zero, sub_zero, Complex.ofReal_mul, Complex.ofReal_inv]

end

end MeanChiralDisplacement
```

Lean reports:

```
Main.lean:87:6: error: Tactic `rewrite` failed: Did not find an occurrence of the pattern
  ∫ (x : ℝ) in 0..2 * π,
    ↑(Real.sin (E x * t) ^ 2 * deriv θ x) -
      ((fun x => I) * fun x => ↑(2 * Real.sin (E x * t) * (Real.cos (E x * t) * (deriv E x * t)))) x
in the target expression
  (↑(2 * π))⁻¹ *
      ∫ (k : ℝ) in 0..2 * π,
        ↑(Real.sin (E k * t) ^ 2 * deriv θ k) - I * ↑(2 * Real.sin (E k * t) * (Real.cos (E k * t) * (deriv E k * t))) =
    ↑((2 * π)⁻¹ * ∫ (k : ℝ) in 0..2 * π, Real.sin (E k * t) ^ 2 * deriv θ k)

E θ : ℝ → ℝ
hE : ContDiff ℝ 1 E
hθ : ContDiff ℝ 1 θ
hper : Function.Periodic E (2 * π)
t : ℝ
dE : Differentiable ℝ E
cE : Continuous (deriv E)
dθ : Differentiable ℝ θ
cθ : Continuous (deriv θ)
harg : Continuous fun k => E k * t
c1 : Continuous fun k => Real.sin (E k * t) ^ 2 * deriv θ k
c2 : Continuous fun k => 2 * Real.sin (E k * t) * (Real.cos (E k * t) * (deriv E k * t))
hz : ∫ (k : ℝ) in 0..2 * π, 2 * Real.sin (E k * t) * (Real.cos (E k * t) * (deriv E k * t)) = 0
i1 : IntervalIntegrable (fun x => ↑(Real.sin (E x * t) ^ 2 * deriv θ x)) MeasureTheory.volume 0 (2 * π)
i2 :
  IntervalIntegrable ((fun x => I) * fun x => ↑(2 * Real.sin (E x * t) * (Real.cos (E x * t) * (deriv E x * t))))
    MeasureTheory.volume 0 (2 * π)
⊢ (↑(2 * π))⁻¹ *
      ∫ (k : ℝ) in 0..2 * π,
        ↑(Real.sin (E k * t) ^ 2 * deriv θ k) - I * ↑(2 * Real.sin (E k * t) * (Real.cos (E k * t) * (deriv E k * t))) =
    ↑((2 * π)⁻¹ * ∫ (k : ℝ) in 0..2 * π, Real.sin (E k * t) ^ 2 * deriv θ k)
```

Fix (accepted with no message):

```diff
@@ -81,11 +81,13 @@
   have i1 := (Complex.continuous_ofReal.comp c1).intervalIntegrable
     (μ := MeasureTheory.volume) 0 (2 * π)
-  have i2 := (continuous_const.mul (Complex.continuous_ofReal.comp c2) :
-    Continuous fun k => I * _).intervalIntegrable (μ := MeasureTheory.volume) 0 (2 * π)
-  simp only [Function.comp_def] at i1 i2
+  have i2 : IntervalIntegrable (fun k => I *
+      ((2 * Real.sin (E k * t) * (Real.cos (E k * t) * (deriv E k * t)) : ℝ) : ℂ))
+      MeasureTheory.volume 0 (2 * π) :=
+    (continuous_const.mul (Complex.continuous_ofReal.comp c2)).intervalIntegrable _ _
+  simp only [Function.comp_def] at i1
   simp only [chiralDisplacement, chiralDensity_eq dE dθ]
   rw [intervalIntegral.integral_sub i1 i2, intervalIntegral.integral_const_mul,
     intervalIntegral.integral_ofReal, intervalIntegral.integral_ofReal, hz,
-    Complex.ofReal_zero, mul_zero, sub_zero, Complex.ofReal_mul, Complex.ofReal_inv]
+    Complex.ofReal_zero, mul_zero, sub_zero, ← Complex.ofReal_inv, ← Complex.ofReal_mul]
 
 end
```

Diagnosis. The error is at `intervalIntegral.integral_sub i1 i2`, which builds its search pattern from the functions in `i1` and `i2`. In `i2` the function is a product of two functions, `(fun x => I) * fun x => …`, while the goal has the pointwise product `I * …`. The two are equal by definition, but `rw` does not unfold the product of functions when it looks for a match. The ascription `Continuous fun k => I * _` did not carry its form into `i2`, and `Function.comp_def` unfolds only compositions.

The repair states the type of `i2` in pointwise form. Lean accepts the old proof term for it by unfolding, and the pattern now matches. Dropping `i2` from the `simp only` is tidying.

The change at the end of the `rw` cures a second fault, which Lean had not yet reached. `Complex.ofReal_mul` would have split the cast of `2 * π` on the left and left the right side whole, with no cast of an inverse for `Complex.ofReal_inv` to rewrite. The reversed lemmas gather the left side into a single cast, identical to the right.
